# For a rate matrix, a Crank-Nicolson step is twice a half-length backward Euler step minus the identity

The failing declaration, `crankNicolson_eq`, concerns densities hopping among finitely many sites under a real rate matrix Q, whose off-diagonal entries are nonnegative and whose columns each sum to zero. It states that, for every time step dt ≥ 0, the Crank-Nicolson propagator (1 − dt Q/2)⁻¹(1 + dt Q/2) equals 2(1 − dt Q/2)⁻¹ − 1, that is, twice the backward Euler propagator of step dt/2, minus the identity. The attempt takes from an earlier theorem that the backward Euler propagator inverts 1 − dt Q/2. It then writes 1 + dt Q/2 as 2 · 1 − (1 − dt Q/2) and multiplies out.

The first attempt, which Lean rejects:

```lean
import Mathlib

open Matrix

namespace CrankNicolsonEq

noncomputable section

variable {n : Type*} [Fintype n] [DecidableEq n]

/-- A rate matrix acting on column densities: hopping rates between distinct sites are
nonnegative, and each column sums to zero. -/
structure IsRateMatrix {n : Type*} [Fintype n] (Q : Matrix n n ℝ) : Prop where
  offdiag : ∀ i j, i ≠ j → 0 ≤ Q i j
  colsum : ∀ j, ∑ i, Q i j = 0

/-- The backward Euler propagator `(1 - dt Q)⁻¹`, meant for invertible `1 - dt Q`. -/
def backwardEuler (Q : Matrix n n ℝ) (dt : ℝ) : Matrix n n ℝ := (1 - dt • Q)⁻¹

/-- The Crank-Nicolson propagator `(1 - dt Q / 2)⁻¹ (1 + dt Q / 2)`, meant for invertible
`1 - dt Q / 2`. -/
def crankNicolson (Q : Matrix n n ℝ) (dt : ℝ) : Matrix n n ℝ :=
  (1 - (dt / 2) • Q)⁻¹ * (1 + (dt / 2) • Q)

/-- Minimum principle: for a rate matrix and a nonnegative time step, if `(1 - dt Q) x` is
nonnegative at every site, then so is `x`. -/
theorem minimum_principle {Q : Matrix n n ℝ} (hQ : IsRateMatrix Q) {dt : ℝ} (hdt : 0 ≤ dt)
    {x : n → ℝ} (hx : ∀ i, 0 ≤ ((1 - dt • Q) *ᵥ x) i) : ∀ i, 0 ≤ x i := by
  intro k
  by_contra hk
  -- the set of sites with negative density
  let S : Finset n := Finset.univ.filter (fun i => x i < 0)
  have hS : ∀ i, i ∈ S ↔ x i < 0 := fun i => by simp [S]
  -- the net flow into this set is nonnegative
  have hflow : 0 ≤ ∑ i ∈ S, (Q *ᵥ x) i := by
    have hswap : ∑ i ∈ S, (Q *ᵥ x) i = ∑ j, (∑ i ∈ S, Q i j) * x j := by
      simp only [Matrix.mulVec, dotProduct, Finset.sum_mul]
      exact Finset.sum_comm
    rw [hswap]
    refine Finset.sum_nonneg fun j _ => ?_
    by_cases hj : x j < 0
    · have hsplit : ∑ i ∈ S, Q i j + ∑ i ∈ Sᶜ, Q i j = 0 := by
        rw [Finset.sum_add_sum_compl]
        exact hQ.colsum j
      have hout : 0 ≤ ∑ i ∈ Sᶜ, Q i j := Finset.sum_nonneg fun i hi =>
        hQ.offdiag i j fun h => Finset.mem_compl.mp hi ((hS i).2 (by rw [h]; exact hj))
      have hin : 0 ≤ -∑ i ∈ S, Q i j := by linarith
      nlinarith [mul_nonneg hin (neg_nonneg.2 hj.le)]
    · refine mul_nonneg (Finset.sum_nonneg fun i hi => hQ.offdiag i j fun h => ?_)
        (not_lt.mp hj)
      exact hj (by rw [← h]; exact (hS i).1 hi)
  have hneg : ∑ i ∈ S, x i < 0 := by
    calc ∑ i ∈ S, x i < ∑ i ∈ S, (0 : ℝ) :=
          Finset.sum_lt_sum_of_nonempty ⟨k, (hS k).2 (not_le.mp hk)⟩ fun i hi => (hS i).1 hi
      _ = 0 := Finset.sum_const_zero
  have hsum : 0 ≤ ∑ i ∈ S, ((1 - dt • Q) *ᵥ x) i := Finset.sum_nonneg fun i _ => hx i
  simp only [Matrix.sub_mulVec, Matrix.smul_mulVec, Matrix.one_mulVec, Pi.sub_apply,
    Pi.smul_apply, smul_eq_mul, Finset.sum_sub_distrib, ← Finset.mul_sum] at hsum
  linarith [mul_nonneg hdt hflow]

/-- For a rate matrix and a nonnegative time step, the backward Euler propagator solves the
implicit equation `(1 - dt Q) B = 1`. -/
theorem implicit_mul_backwardEuler {Q : Matrix n n ℝ} (hQ : IsRateMatrix Q) {dt : ℝ}
    (hdt : 0 ≤ dt) : (1 - dt • Q) * backwardEuler Q dt = 1 := by
  refine Matrix.mul_nonsing_inv _ (isUnit_iff_ne_zero.mpr fun h => ?_)
  -- a kernel vector and its negative are both nonnegative
  obtain ⟨v, hv, h0⟩ := Matrix.exists_mulVec_eq_zero_iff.mpr h
  have hpos := minimum_principle hQ hdt (x := v) (fun i => by simp [h0])
  have hneg := minimum_principle hQ hdt (x := -v) (fun i => by simp [Matrix.mulVec_neg, h0])
  refine hv (funext fun i => le_antisymm ?_ (hpos i))
  simpa using hneg i

/-- For a rate matrix and a nonnegative time step, the Crank-Nicolson propagator is twice the
backward Euler propagator of half the step, minus the identity. -/
theorem crankNicolson_eq {Q : Matrix n n ℝ} (hQ : IsRateMatrix Q) {dt : ℝ} (hdt : 0 ≤ dt) :
    crankNicolson Q dt = (2 : ℝ) • backwardEuler Q (dt / 2) - 1 := by
  have hBA := mul_eq_one_comm.mp (implicit_mul_backwardEuler hQ (half_nonneg hdt))
  have h : 1 + (dt / 2) • Q = (2 : ℝ) • (1 : Matrix n n ℝ) - (1 - (dt / 2) • Q) := by module
  change backwardEuler Q (dt / 2) * (1 + (dt / 2) • Q) = _
  rw [h, mul_sub, hBA, Matrix.mul_smul, mul_one]

end

end CrankNicolsonEq
```

Compiling this gives:

```
Main.lean:77:65: error(lean.unknownIdentifier): Unknown identifier `half_nonneg`
Main.lean:76:67: error: unsolved goals
n : Type u_1
inst✝¹ : Fintype n
inst✝ : DecidableEq n
Q : Matrix n n ℝ
hQ : IsRateMatrix Q
dt : ℝ
hdt : 0 ≤ dt
⊢ crankNicolson Q dt = 2 • backwardEuler Q (dt / 2) - 1
```

The repair, with which the file compiles:

```diff
@@ -75,5 +75,6 @@
 theorem crankNicolson_eq {Q : Matrix n n ℝ} (hQ : IsRateMatrix Q) {dt : ℝ} (hdt : 0 ≤ dt) :
     crankNicolson Q dt = (2 : ℝ) • backwardEuler Q (dt / 2) - 1 := by
-  have hBA := mul_eq_one_comm.mp (implicit_mul_backwardEuler hQ (half_nonneg hdt))
+  have hBA := mul_eq_one_comm.mp
+    (implicit_mul_backwardEuler hQ (div_nonneg hdt zero_le_two))
   have h : 1 + (dt / 2) • Q = (2 : ℝ) • (1 : Matrix n n ℝ) - (1 - (dt / 2) • Q) := by module
   change backwardEuler Q (dt / 2) * (1 + (dt / 2) • Q) = _
```

Diagnosis. The earlier theorem `implicit_mul_backwardEuler` requires its time step to be nonnegative. Here the step is `dt / 2`, so the proof must supply `0 ≤ dt / 2`, and it does so with `half_nonneg hdt`. The first message says that Lean knows no `half_nonneg` at that point: the name is at fault, while the inequality itself is true.

The second message follows from the first. It shows the theorem's original goal, with neither `hBA` nor `h` among the hypotheses, so the proof stopped at its first `have` and the algebra after it was not carried out.

The repair proves the same inequality with `div_nonneg hdt zero_le_two`: a quotient is nonnegative when numerator and denominator are, and here these are `dt` and 2. With that, `hBA` is established and the remaining steps go through unchanged. Breaking the `have` over two lines is mere tidying.
